# Re-gauged ZORA converges for $v\le 0$, $\lVert B\rVert<c$ and an update that preserves $[-c^2,0]$

Adding a constant to the potential should shift every energy by that constant. A ZORA energy generally shifts by a different amount, because the potential also sits in a denominator. One remedy puts the last computed energy into that denominator and solves again. While the denominator stays positive, a higher input energy gives a lower or equal output. An iteration with such a falling response can jump between two values forever, unless the slope stays below one in size.

## Bounding the response to the gauge

Let $A$ be the Hermitian large-component block, $B$ the matrix of $\sigma\cdot p$ and $v_i\le 0$ the potential on the small component, in atomic units. Define

$$w_i(e)=\frac{c^2}{2c^2-v_i+e},\qquad H(e)=A+B^\dagger\,\mathrm{diag}(w_i(e))\,B,$$

and let $f(e)$ be the lowest eigenvalue of $H(e)$.

Take $-c^2\le e\le e'\le 0$ and set $a=2c^2-v_i+e$, $b=a+e'-e$. Then $b\ge a\ge c^2$, so

$$0\le w_i(e)-w_i(e')=\frac{c^2}{a}\cdot\frac{b-a}{b}\le\frac{e'-e}{c^2}.$$

Multiply by $|(Bx)_i|^2$, sum over $i$, and use $\lVert Bx\rVert\le\lVert B\rVert$ for normalised $x$. With $q=\lVert B\rVert^2/c^2$,

$$\langle H(e')\rangle_x\le\langle H(e)\rangle_x\le\langle H(e')\rangle_x+q(e'-e).$$

In each inequality, take $x$ to be the ground state of the operator on the right. The variational principle gives

$$f(e')\le f(e)\le f(e')+q(e'-e).$$

So $f$ is nonincreasing with Lipschitz constant $q$.

## From the bound to convergence

Suppose that $f$ maps $[-c^2,0]$ into itself and that $\lVert B\rVert<c$, so $q<1$. The continuous function $f(e)-e$ is nonnegative at $-c^2$ and nonpositive at $0$, hence $f(s)=s$ for some $s$ in the interval. A second fixed point $t$ would satisfy $|t-s|\le q|t-s|$, so $t=s$.

For $e_0$ in the interval and $e_{k+1}=f(e_k)$, induction on $|e_{k+1}-s|\le q|e_k-s|$ gives $|e_k-s|\le q^k|e_0-s|$, which tends to zero. If $e_k\le s$, then $e_{k+1}=f(e_k)\ge f(s)=s$; if $e_k\ge s$, the inequalities reverse.

For a one-electron problem with fixed potential and finite basis under these conditions, successive energies therefore bracket the limit, and their difference bounds the remaining error.

## The Hamiltonian in Lean

The large component lives in `E`, a finite-dimensional complex inner product space, and the small component in `EuclideanSpace ℂ m`.

```lean
import Mathlib

open Set Filter Topology

namespace RegaugedZORA

noncomputable section

variable {E : Type*} [NormedAddCommGroup E] [InnerProductSpace ℂ E]
variable {m : Type*} [Fintype m]
```

The lowest eigenvalue is defined as an infimum; that it is attained is proved below.

```lean
/-- The infimum of the real eigenvalues of an operator. -/
def lowestEigenvalue (T : E →ₗ[ℂ] E) : ℝ :=
  sInf {μ : ℝ | Module.End.HasEigenvalue T (μ : ℂ)}
```

The small-component potential is diagonal, as on a grid.

```lean
/-- Multiplication of each component by a real number, as for a local potential on a grid. -/
def diagonalOp (w : m → ℝ) : EuclideanSpace ℂ m →ₗ[ℂ] EuclideanSpace ℂ m where
  toFun y := WithLp.toLp 2 fun i => (w i : ℂ) * y i
  map_add' x y := by
    ext i
    change (w i : ℂ) * (x i + y i) = (w i : ℂ) * x i + (w i : ℂ) * y i
    ring
  map_smul' a y := by
    ext i
    change (w i : ℂ) * (a * y i) = a * ((w i : ℂ) * y i)
    ring

/-- The regular kinetic weight `c² / (2c² - v + e)` in the gauge `e`, for `2c² - v + e ≠ 0`. -/
def weight (v : m → ℝ) (c e : ℝ) (i : m) : ℝ := c ^ 2 / (2 * c ^ 2 - v i + e)
```

`A` and `v` are independent inputs: nothing forces them to come from the same potential.

```lean
variable [FiniteDimensional ℂ E]

/-- The ZORA Hamiltonian `A + B† diag(c² / (2c² - v + e)) B` in the gauge `e`,
for nonzero denominators. -/
def zora (A : E →ₗ[ℂ] E) (B : E →L[ℂ] EuclideanSpace ℂ m) (v : m → ℝ) (c e : ℝ) :
    E →ₗ[ℂ] E :=
  A + LinearMap.adjoint (B : E →ₗ[ℂ] EuclideanSpace ℂ m) ∘ₗ
    diagonalOp (weight v c e) ∘ₗ (B : E →ₗ[ℂ] EuclideanSpace ℂ m)
```

The function $f$ is `regaugedEnergy A B v c`.

```lean
/-- The update rule: the lowest ZORA energy in the gauge `e`, for Hermitian `A` on a nonzero space
and `2c² - v + e` nonzero in every component. -/
def regaugedEnergy (A : E →ₗ[ℂ] E) (B : E →L[ℂ] EuclideanSpace ℂ m) (v : m → ℝ)
    (c e : ℝ) : ℝ := lowestEigenvalue (zora A B v c e)
```

## Comparing lowest energies

Vectors are not normalised in the code, so expectation values carry a factor $\lVert x\rVert^2$.

```lean
omit [FiniteDimensional ℂ E] in
/-- The overlap of `μ x` with `x`, for real `μ`, has real part `μ ‖x‖²`. -/
theorem re_inner_smul_self (μ : ℝ) (x : E) :
    (inner ℂ ((μ : ℂ) • x) x).re = μ * ‖x‖ ^ 2 := by
  rw [inner_smul_left, Complex.conj_ofReal, Complex.re_ofReal_mul]
  exact congrArg (fun t => μ * t) (inner_self_eq_norm_sq (𝕜 := ℂ) x)
```

The next lemma identifies the lowest eigenvalue with the infimum of the Rayleigh quotient, which Mathlib shows to be an eigenvalue.

```lean
/-- Variational principle: for a Hermitian operator on a nonzero finite-dimensional space the
lowest eigenvalue is attained and bounds every energy expectation value from below. -/
theorem lowestEigenvalue_spec [Nontrivial E] {T : E →ₗ[ℂ] E} (hT : T.IsSymmetric) :
    Module.End.HasEigenvalue T (lowestEigenvalue T : ℂ) ∧
      ∀ x, lowestEigenvalue T * ‖x‖ ^ 2 ≤ (inner ℂ (T x) x).re := by
  let R : {x : E // x ≠ 0} → ℝ := fun x => (inner ℂ (T x) (x : E)).re / ‖(x : E)‖ ^ 2
  have hev : Module.End.HasEigenvalue T ((⨅ x, R x : ℝ) : ℂ) :=
    hT.hasEigenvalue_iInf_of_finiteDimensional
  have hb : BddBelow (range R) := by
    refine ⟨-‖LinearMap.toContinuousLinearMap T‖, ?_⟩
    rintro _ ⟨⟨x, hx⟩, rfl⟩
    have hp : 0 < ‖x‖ ^ 2 := pow_pos (norm_pos_iff.mpr hx) 2
    change _ ≤ (inner ℂ (T x) x).re / ‖x‖ ^ 2
    rw [le_div_iff₀ hp]
    have h1 := abs_le.mp ((Complex.abs_re_le_norm _).trans
      (norm_inner_le_norm (𝕜 := ℂ) (T x) x))
    have h2 : ‖T x‖ ≤ ‖LinearMap.toContinuousLinearMap T‖ * ‖x‖ :=
      (LinearMap.toContinuousLinearMap T).le_opNorm x
    nlinarith [mul_le_mul_of_nonneg_right h2 (norm_nonneg x), h1.1]
  have hray : ∀ x, (⨅ x, R x) * ‖x‖ ^ 2 ≤ (inner ℂ (T x) x).re := by
    intro x
    by_cases hx : x = 0
    · simp [hx]
    · exact (le_div_iff₀ (pow_pos (norm_pos_iff.mpr hx) 2)).mp (ciInf_le hb ⟨x, hx⟩)
  -- the Rayleigh infimum is the least of the eigenvalues
  have hleast : IsLeast {μ : ℝ | Module.End.HasEigenvalue T (μ : ℂ)} (⨅ x, R x) := by
    refine ⟨hev, fun μ hμ => ?_⟩
    obtain ⟨x, hx⟩ := Module.End.HasEigenvalue.exists_hasEigenvector hμ
    have h := hray x
    rw [hx.apply_eq_smul, re_inner_smul_self] at h
    exact le_of_mul_le_mul_right h (pow_pos (norm_pos_iff.mpr hx.2) 2)
  have heq : lowestEigenvalue T = ⨅ x, R x := hleast.csInf_eq
  rw [heq]
  exact ⟨hev, hray⟩
```

The trial-state argument follows, with `δ` in the role of $q(e'-e)$.

```lean
/-- Let `S` and `T` be Hermitian on a nonzero space. If `⟨S x, x⟩` exceeds `⟨T x, x⟩` by at most
`δ ‖x‖²` for every `x`, then the lowest eigenvalue of `S` exceeds that of `T` by at most `δ`. -/
theorem lowestEigenvalue_le [Nontrivial E] {S T : E →ₗ[ℂ] E} (hS : S.IsSymmetric)
    (hT : T.IsSymmetric) {δ : ℝ}
    (h : ∀ x, (inner ℂ (S x) x).re ≤ (inner ℂ (T x) x).re + δ * ‖x‖ ^ 2) :
    lowestEigenvalue S ≤ lowestEigenvalue T + δ := by
  -- the ground state of T is a trial function for S
  obtain ⟨x, hx⟩ := (lowestEigenvalue_spec hT).1.exists_hasEigenvector
  have h1 := ((lowestEigenvalue_spec hS).2 x).trans (h x)
  rw [hx.apply_eq_smul, re_inner_smul_self, ← add_mul] at h1
  exact le_of_mul_le_mul_right h1 (pow_pos (norm_pos_iff.mpr hx.2) 2)
```

Two lemmas supply its inputs: $H(e)$ is Hermitian, and its expectation value splits into that of $A$ and a weighted sum.

```lean
variable {A : E →ₗ[ℂ] E} {B : E →L[ℂ] EuclideanSpace ℂ m} {v : m → ℝ} {c : ℝ}

/-- The ZORA Hamiltonian is Hermitian in every gauge when `A` is Hermitian. -/
theorem zora_isSymmetric (hA : A.IsSymmetric) (e : ℝ) : (zora A B v c e).IsSymmetric := by
  intro x y
  change inner ℂ (A x + LinearMap.adjoint (B : E →ₗ[ℂ] EuclideanSpace ℂ m)
      (diagonalOp (weight v c e) (B x))) y =
    inner ℂ x (A y + LinearMap.adjoint (B : E →ₗ[ℂ] EuclideanSpace ℂ m)
      (diagonalOp (weight v c e) (B y)))
  rw [inner_add_left, inner_add_right, LinearMap.adjoint_inner_left,
    LinearMap.adjoint_inner_right, hA x y]
  congr 1
  rw [PiLp.inner_apply, PiLp.inner_apply]
  refine Finset.sum_congr rfl fun i _ => ?_
  change inner ℂ ((weight v c e i : ℂ) • B x i) (B y i) =
    inner ℂ (B x i) ((weight v c e i : ℂ) • B y i)
  rw [inner_smul_left, inner_smul_right, Complex.conj_ofReal]

/-- The ZORA expectation value is that of `A` plus the weighted sum of `|(B x)_i|²`. -/
theorem zora_energy (e : ℝ) (x : E) : (inner ℂ (zora A B v c e x) x).re =
    (inner ℂ (A x) x).re + ∑ i, weight v c e i * ‖B x i‖ ^ 2 := by
  change (inner ℂ (A x + LinearMap.adjoint (B : E →ₗ[ℂ] EuclideanSpace ℂ m)
    (diagonalOp (weight v c e) (B x))) x).re = _
  rw [inner_add_left, LinearMap.adjoint_inner_left, Complex.add_re, PiLp.inner_apply,
    Complex.re_sum]
  congr 1
  exact Finset.sum_congr rfl fun i _ => re_inner_smul_self (weight v c e i) (B x i)
```

## Monotonicity and the Lipschitz constant

Here `hw` is the estimate for $c^2/a-c^2/b$, and `step` carries it to the energies for $e\le e'$. The final case split treats both orders. Of the condition $\lVert B\rVert<c$, only the consequence $c>0$ is needed so far.

```lean
/-- For Hermitian `A`, `v ≤ 0` and `c > 0`, the lowest ZORA energy is nonincreasing in the gauge
on `[-c², 0]` and has Lipschitz constant `‖B‖² / c²` there. -/
theorem regaugedEnergy_antitone_lipschitz [Nontrivial E] (hA : A.IsSymmetric)
    (hv : ∀ i, v i ≤ 0) (hc : 0 < c) :
    AntitoneOn (regaugedEnergy A B v c) (Icc (-c ^ 2) 0) ∧
      ∀ e ∈ Icc (-c ^ 2) 0, ∀ e' ∈ Icc (-c ^ 2) 0,
        |regaugedEnergy A B v c e - regaugedEnergy A B v c e'| ≤
          ‖B‖ ^ 2 / c ^ 2 * |e - e'| := by
  have hc2 : 0 < c ^ 2 := pow_pos hc 2
  -- the scalar estimate for the kinetic weights
  have hw : ∀ a b : ℝ, c ^ 2 ≤ a → a ≤ b →
      c ^ 2 / b ≤ c ^ 2 / a ∧ c ^ 2 / a ≤ c ^ 2 / b + (b - a) / c ^ 2 := by
    intro a b ha hab
    have ha0 : 0 < a := hc2.trans_le ha
    have hb0 : 0 < b := ha0.trans_le hab
    have h1 : c ^ 2 / a - c ^ 2 / b = c ^ 2 / a * ((b - a) / b) := by
      rw [div_sub_div _ _ ha0.ne' hb0.ne', div_mul_div_comm]
      congr 1
      ring
    have h2 : c ^ 2 / a ≤ 1 := (div_le_one ha0).mpr ha
    have h3 : (b - a) / b ≤ (b - a) / c ^ 2 :=
      div_le_div_of_nonneg_left (sub_nonneg.mpr hab) hc2 (ha.trans hab)
    have h4 : 0 ≤ (b - a) / b := div_nonneg (sub_nonneg.mpr hab) hb0.le
    exact ⟨div_le_div_of_nonneg_left hc2.le ha0 hab,
      by linarith [mul_le_of_le_one_left h4 h2]⟩
  have step : ∀ e e' : ℝ, -c ^ 2 ≤ e → e ≤ e' →
      regaugedEnergy A B v c e' ≤ regaugedEnergy A B v c e ∧
      regaugedEnergy A B v c e ≤
        regaugedEnergy A B v c e' + ‖B‖ ^ 2 / c ^ 2 * (e' - e) := by
    intro e e' he hee
    have hwi := fun i => hw (2 * c ^ 2 - v i + e) (2 * c ^ 2 - v i + e')
      (by linarith [hv i]) (by linarith)
    constructor
    · have h := lowestEigenvalue_le (δ := 0) (zora_isSymmetric (B := B) (v := v) (c := c) hA e')
        (zora_isSymmetric (B := B) (v := v) (c := c) hA e) (fun x => by
          rw [zora_energy, zora_energy, zero_mul, add_zero]
          have hs : ∑ i, weight v c e' i * ‖B x i‖ ^ 2 ≤ ∑ i, weight v c e i * ‖B x i‖ ^ 2 :=
            Finset.sum_le_sum fun i _ => mul_le_mul_of_nonneg_right (hwi i).1 (sq_nonneg _)
          linarith)
      rw [add_zero] at h
      exact h
    · refine lowestEigenvalue_le (zora_isSymmetric hA e) (zora_isSymmetric hA e') fun x => ?_
      rw [zora_energy, zora_energy]
      have hs : ∑ i, weight v c e i * ‖B x i‖ ^ 2 ≤
          ∑ i, (weight v c e' i + (e' - e) / c ^ 2) * ‖B x i‖ ^ 2 := by
        refine Finset.sum_le_sum fun i _ => mul_le_mul_of_nonneg_right ?_ (sq_nonneg _)
        have h := (hwi i).2
        rw [add_sub_add_left_eq_sub] at h
        exact h
      simp only [add_mul, Finset.sum_add_distrib] at hs
      rw [← Finset.mul_sum, ← EuclideanSpace.norm_sq_eq] at hs
      have hBx : ‖B x‖ ^ 2 ≤ (‖B‖ * ‖x‖) ^ 2 :=
        pow_le_pow_left₀ (norm_nonneg _) (B.le_opNorm x) 2
      have h5 := mul_le_mul_of_nonneg_left hBx (div_nonneg (sub_nonneg.mpr hee) hc2.le)
      have h6 : (e' - e) / c ^ 2 * (‖B‖ * ‖x‖) ^ 2 =
          ‖B‖ ^ 2 / c ^ 2 * (e' - e) * ‖x‖ ^ 2 := by ring
      linarith
  refine ⟨fun e he e' _ h => (step e e' he.1 h).1, fun e he e' he' => ?_⟩
  rcases le_total e e' with h | h
  · have hs := step e e' he.1 h
    rw [abs_of_nonneg (sub_nonneg.mpr hs.1), abs_sub_comm, abs_of_nonneg (sub_nonneg.mpr h)]
    linarith [hs.2]
  · have hs := step e' e he'.1 h
    rw [abs_sub_comm, abs_of_nonneg (sub_nonneg.mpr hs.1), abs_of_nonneg (sub_nonneg.mpr h)]
    linarith [hs.2]
```

## When the update stays in the interval

The self-map condition says that the computed level stays at or below the rest energy, by at most half the gap $2c^2$. Since $f(0)\le f(e)\le f(-c^2)$, two diagonalisations decide it.

```lean
/-- For Hermitian `A`, `v ≤ 0` and `c > 0`, the update maps `[-c², 0]` into itself exactly when
the energy in the gauge `-c²` is at most `0` and that in the gauge `0` is at least `-c²`. -/
theorem mapsTo_iff_endpoints [Nontrivial E] (hA : A.IsSymmetric) (hv : ∀ i, v i ≤ 0)
    (hc : 0 < c) :
    MapsTo (regaugedEnergy A B v c) (Icc (-c ^ 2) 0) (Icc (-c ^ 2) 0) ↔
      regaugedEnergy A B v c (-c ^ 2) ≤ 0 ∧ -c ^ 2 ≤ regaugedEnergy A B v c 0 := by
  have h0 : -c ^ 2 ≤ 0 := by linarith [sq_nonneg c]
  have hanti := (regaugedEnergy_antitone_lipschitz (B := B) hA hv hc).1
  exact ⟨fun h => ⟨(h (left_mem_Icc.mpr h0)).2, (h (right_mem_Icc.mpr h0)).1⟩,
    fun h e he => ⟨h.2.trans (hanti he (right_mem_Icc.mpr h0) he.2),
      (hanti (left_mem_Icc.mpr h0) he he.1).trans h.1⟩⟩
```

## Convergence and alternation

If the small-component space represents $\sigma\cdot p$ of every basis function fully, the condition `hB` keeps the root-mean-square momentum of every state in the basis below $c$ (mass one), which excludes bases with very tight functions. The self-map condition `hmaps` is assumed. In the conclusion, `^[k]` denotes $k$ updates, and the nonpositive product expresses the alternation. The proof uses `intermediate_value_Icc'` for existence, induction in `herr` for the error, and `hanti` for the change of side.

```lean
/-- Let `A` be Hermitian, `v ≤ 0`, `‖B‖ < c`, and let the update map `[-c², 0]` into itself.
Then re-gauging ZORA by its last energy converges geometrically from any start in `[-c², 0]` to
the unique fixed point there, successive iterates lying on opposite sides of it or on it. -/
theorem regauging_converges [Nontrivial E] (hA : A.IsSymmetric) (hv : ∀ i, v i ≤ 0)
    (hB : ‖B‖ < c)
    (hmaps : MapsTo (regaugedEnergy A B v c) (Icc (-c ^ 2) 0) (Icc (-c ^ 2) 0)) :
    ∃ s ∈ Icc (-c ^ 2) 0, regaugedEnergy A B v c s = s ∧
      (∀ t ∈ Icc (-c ^ 2) 0, regaugedEnergy A B v c t = t → t = s) ∧
      ∀ e ∈ Icc (-c ^ 2) 0,
        Tendsto (fun k => (regaugedEnergy A B v c)^[k] e) atTop (𝓝 s) ∧
        ∀ k, |(regaugedEnergy A B v c)^[k] e - s| ≤ (‖B‖ ^ 2 / c ^ 2) ^ k * |e - s| ∧
          ((regaugedEnergy A B v c)^[k] e - s) *
            ((regaugedEnergy A B v c)^[k + 1] e - s) ≤ 0 := by
  have hc : 0 < c := (norm_nonneg B).trans_lt hB
  obtain ⟨hanti, hlip⟩ := regaugedEnergy_antitone_lipschitz (B := B) hA hv hc
  generalize regaugedEnergy A B v c = f at *
  have hq0 : 0 ≤ ‖B‖ ^ 2 / c ^ 2 := by positivity
  have hq1 : ‖B‖ ^ 2 / c ^ 2 < 1 :=
    (div_lt_one (pow_pos hc 2)).mpr (pow_lt_pow_left₀ hB (norm_nonneg _) two_ne_zero)
  generalize ‖B‖ ^ 2 / c ^ 2 = q at *
  have h0 : -c ^ 2 ≤ 0 := by linarith [sq_nonneg c]
  -- a fixed point exists by the intermediate value theorem
  have hcont : ContinuousOn f (Icc (-c ^ 2) 0) :=
    (LipschitzOnWith.of_dist_le_mul (K := ⟨q, hq0⟩) fun x hx y hy => by
      rw [Real.dist_eq, Real.dist_eq]
      exact hlip x hx y hy).continuousOn
  have hg : ContinuousOn (fun e => f e - e) (Icc (-c ^ 2) 0) := hcont.sub continuousOn_id
  have hz : (0 : ℝ) ∈ Icc (f 0 - 0) (f (-c ^ 2) - -c ^ 2) :=
    ⟨by linarith [(hmaps (right_mem_Icc.mpr h0)).2],
      by linarith [(hmaps (left_mem_Icc.mpr h0)).1]⟩
  obtain ⟨s, hs, hfs⟩ := intermediate_value_Icc' h0 hg hz
  have hfix : f s = s := sub_eq_zero.mp hfs
  refine ⟨s, hs, hfix, fun t ht hft => ?_, fun e he => ?_⟩
  · have h := hlip t ht s hs
    rw [hft, hfix] at h
    have h1 : |t - s| = 0 := by nlinarith [abs_nonneg (t - s)]
    exact sub_eq_zero.mp (abs_eq_zero.mp h1)
  · have hmem : ∀ k, f^[k] e ∈ Icc (-c ^ 2) 0 := fun k => hmaps.iterate k he
    -- each cycle shrinks the error by the factor q
    have herr : ∀ k, |f^[k] e - s| ≤ q ^ k * |e - s| := by
      intro k
      induction k with
      | zero => simp
      | succ k ih =>
        have h := hlip _ (hmem k) s hs
        rw [hfix] at h
        rw [Function.iterate_succ_apply']
        calc |f (f^[k] e) - s| ≤ q * |f^[k] e - s| := h
          _ ≤ q * (q ^ k * |e - s|) := mul_le_mul_of_nonneg_left ih hq0
          _ = q ^ (k + 1) * |e - s| := by ring
    refine ⟨?_, fun k => ⟨herr k, ?_⟩⟩
    · rw [tendsto_iff_norm_sub_tendsto_zero]
      refine squeeze_zero (fun k => norm_nonneg _) herr ?_
      simpa using (tendsto_pow_atTop_nhds_zero_of_lt_one hq0 hq1).mul_const |e - s|
    · -- a nonincreasing update reverses the side of the fixed point
      rw [Function.iterate_succ_apply']
      rcases le_total (f^[k] e) s with h | h
      · have h1 := hanti (hmem k) hs h
        rw [hfix] at h1
        exact mul_nonpos_iff.mpr (Or.inr ⟨sub_nonpos.mpr h, sub_nonneg.mpr h1⟩)
      · have h1 := hanti hs (hmem k) h
        rw [hfix] at h1
        exact mul_nonpos_iff.mpr (Or.inl ⟨sub_nonneg.mpr h, sub_nonpos.mpr h1⟩)
```

## The fixed point as a Dirac energy

Let $H(s)\varphi=s\varphi$ and set $\chi_i=c(B\varphi)_i/(2c^2-v_i+s)$. Then $cB^\dagger\chi=B^\dagger\mathrm{diag}(w_i(s))B\varphi$, which gives

$$A\varphi+cB^\dagger\chi=s\varphi.$$

Rearranging the definition of $\chi$ gives

$$cB\varphi+(v-2c^2)\chi=s\chi.$$

These are the coupled Dirac equations in the finite model, with energy measured from the rest energy. The theorem, which writes `e` for $s$, does not say where this level lies in the Dirac spectrum.

```lean
/-- For Hermitian `A` on a nonzero space, `v ≤ 0` and `c > 0`, a fixed point `e ≥ -c²` of the update
solves the coupled Dirac equations for a nonzero large component `φ` and a small component `χ`. -/
theorem dirac_of_fixedPoint [Nontrivial E] (hA : A.IsSymmetric) (hv : ∀ i, v i ≤ 0)
    (hc : 0 < c) {e : ℝ} (he : -c ^ 2 ≤ e) (hfix : regaugedEnergy A B v c e = e) :
    ∃ (φ : E) (χ : EuclideanSpace ℂ m), φ ≠ 0 ∧
      A φ + (c : ℂ) • LinearMap.adjoint (B : E →ₗ[ℂ] EuclideanSpace ℂ m) χ = (e : ℂ) • φ ∧
      (c : ℂ) • B φ + diagonalOp (fun i => v i - 2 * c ^ 2) χ = (e : ℂ) • χ := by
  obtain ⟨φ, hφ⟩ :=
    (lowestEigenvalue_spec (zora_isSymmetric (B := B) (v := v) (c := c) hA e)).1.exists_hasEigenvector
  have heig : zora A B v c e φ = (e : ℂ) • φ := by
    have h := hφ.apply_eq_smul
    change zora A B v c e φ = ((regaugedEnergy A B v c e : ℝ) : ℂ) • φ at h
    rwa [hfix] at h
  -- the small component is recovered from the large one
  refine ⟨φ, diagonalOp (fun i => c / (2 * c ^ 2 - v i + e)) (B φ), hφ.2, ?_, ?_⟩
  · have hχ : (c : ℂ) • diagonalOp (fun i => c / (2 * c ^ 2 - v i + e)) (B φ) =
        diagonalOp (weight v c e) (B φ) := by
      ext i
      change (c : ℂ) * (((c / (2 * c ^ 2 - v i + e) : ℝ) : ℂ) * B φ i) =
        ((c ^ 2 / (2 * c ^ 2 - v i + e) : ℝ) : ℂ) * B φ i
      push_cast
      ring
    rw [← map_smul, hχ]
    exact heig
  · ext i
    have hd : 2 * c ^ 2 - v i + e ≠ 0 := by
      have hc2 : 0 < c ^ 2 := pow_pos hc 2
      have hpos : 0 < 2 * c ^ 2 - v i + e := by linarith [hv i]
      exact hpos.ne'
    have hq : c / (2 * c ^ 2 - v i + e) * (2 * c ^ 2 - v i + e) = c := div_mul_cancel₀ _ hd
    change (c : ℂ) * B φ i + ((v i - 2 * c ^ 2 : ℝ) : ℂ) *
        (((c / (2 * c ^ 2 - v i + e) : ℝ) : ℂ) * B φ i) =
      (e : ℂ) * (((c / (2 * c ^ 2 - v i + e) : ℝ) : ℂ) * B φ i)
    generalize c / (2 * c ^ 2 - v i + e) = q at *
    have hq' : (q : ℂ) * (2 * (c : ℂ) ^ 2 - (v i : ℂ) + (e : ℂ)) = (c : ℂ) := by
      exact_mod_cast hq
    push_cast
    linear_combination (-(B φ i)) * hq'

end

end RegaugedZORA
```

```lean
#print axioms RegaugedZORA.mapsTo_iff_endpoints
#print axioms RegaugedZORA.regauging_converges
#print axioms RegaugedZORA.dirac_of_fixedPoint
```

```
'RegaugedZORA.mapsTo_iff_endpoints' depends on axioms: [propext, Classical.choice, Quot.sound]
'RegaugedZORA.regauging_converges' depends on axioms: [propext, Classical.choice, Quot.sound]
'RegaugedZORA.dirac_of_fixedPoint' depends on axioms: [propext, Classical.choice, Quot.sound]
```
